# The normalised overlap of two concentric correlated Gaussians is at most one, from the inequality \(2^n\sqrt{\det A\,\det B}\le\det(A+B)\) for positive definite matrices

## Concentric correlated Gaussians and their overlap

Let \(x\in\mathbb R^n\) collect the Cartesian coordinates of a system of particles, and let \(A\) be a real symmetric \(n\times n\) matrix. The correlated Gaussian with exponent matrix \(A\), centred at the origin, is
\[ g_A(x)=\exp(-x^{\mathsf T}Ax), \]
with no factor \(1/2\) in the exponent. Off-diagonal elements of \(A\) couple different coordinates, as happens when the exponent contains squared interparticle distances. Throughout, \(A\) and a second exponent matrix \(B\) are positive definite, meaning \(x^{\mathsf T}Ax>0\) for \(x\neq0\). This condition makes the Gaussian decay in every direction, so that it can be normalised as a wave function. The overlap and the normalised overlap are
\[ \langle A|B\rangle=\int_{\mathbb R^n} g_A\,g_B\,d^nx,\qquad S=\frac{\langle A|B\rangle}{\sqrt{\langle A|A\rangle\langle B|B\rangle}} . \]

For positive definite \(A\) and \(B\) the results are the inequality
\[ 2^n\sqrt{\det A\,\det B}\le\det(A+B), \]
with equality exactly when \(A=B\); the closed forms
\[ \langle A|B\rangle=\frac{\pi^{n/2}}{\sqrt{\det(A+B)}},\qquad S^2=\frac{2^n\sqrt{\det A\,\det B}}{\det(A+B)}; \]
and the bound \(0<S\le1\), with \(S=1\) exactly when \(A=B\). The determinant ratio is the square of \(S\), not \(S\) itself. In a variational basis made only of these concentric Gaussians, without polynomial prefactors and without symmetrisation or antisymmetrisation for identical particles, any two functions with different exponent matrices therefore have a normalised overlap strictly between zero and one. This gives no upper bound on the condition number of the overlap matrix.

## The determinant inequality by simultaneous diagonalisation

Write \(A=O\,\mathrm{diag}(a)\,O^{\mathsf T}\) with \(O\) orthogonal and eigenvalues \(a_i>0\), and set \(C=\mathrm{diag}(\sqrt a)\,O^{\mathsf T}\). Then \(A=C^{\mathsf T}C\) and \((\det C)^2=\det A>0\), so \(C\) is invertible. The symmetric matrix \(M=(C^{-1})^{\mathsf T}BC^{-1}\) is positive definite, because \(x^{\mathsf T}Mx=(C^{-1}x)^{\mathsf T}B(C^{-1}x)\) and \(C^{-1}x\neq0\) for \(x\neq0\). Hence \(M=UDU^{\mathsf T}\) with \(U\) orthogonal, \(D=\mathrm{diag}(d)\) and all \(d_i>0\). With \(P=U^{\mathsf T}C\) and \(I\) the unit matrix,
\[ P^{\mathsf T}P=C^{\mathsf T}UU^{\mathsf T}C=A,\qquad P^{\mathsf T}DP=C^{\mathsf T}MC=B,\qquad A+B=P^{\mathsf T}(I+D)P . \]
Put \(q=(\det P)^2>0\). Then \(\det A=q\), \(\det B=q\prod_i d_i\) and \(\det(A+B)=q\prod_i(1+d_i)\), so that \(\sqrt{\det A\det B}=q\sqrt{\prod_i d_i}\). After division by \(q\) the inequality reads
\[ \prod_i 2\sqrt{d_i}\le\prod_i(1+d_i). \]
Each factor obeys \(1+d_i-2\sqrt{d_i}=(\sqrt{d_i}-1)^2\ge0\), and all factors are positive, so the products obey the same inequality. If some \(d_i\neq1\), that factor is strictly smaller on the left and the products differ. Equality thus forces \(D=I\) and \(B=P^{\mathsf T}P=A\). Conversely, for \(A=B\) the left side is \(2^n\det A\) and the right side is \(\det(2A)=2^n\det A\).

## The Gaussian integral and the bound on \(S\)

With \(y=Cx\) the exponent becomes \(x^{\mathsf T}Ax=y^{\mathsf T}y=\sum_i y_i^2\), and the volume element is \(d^nx=d^ny/|\det C|\) with \(|\det C|=\sqrt{\det A}\). The integral factorises:
\[ \int g_A\,d^nx=\frac1{\sqrt{\det A}}\prod_i\int_{-\infty}^{\infty}e^{-y_i^2}\,dy_i=\frac{\pi^{n/2}}{\sqrt{\det A}} . \]
Since the centres coincide, \(g_Ag_B=g_{A+B}\), and \(A+B\) is positive definite, which gives the closed form of \(\langle A|B\rangle\). In particular \(\langle A|A\rangle=\pi^{n/2}/\sqrt{2^n\det A}\), so the normalised function is \((2^n\det A/\pi^n)^{1/4}g_A\). Squaring the definition of \(S\),
\[ S^2=\frac{\pi^n}{\det(A+B)}\cdot\frac{\sqrt{2^n\det A}\,\sqrt{2^n\det B}}{\pi^n}=\frac{2^n\sqrt{\det A\det B}}{\det(A+B)} . \]
The inequality gives \(S^2\le1\) with equality exactly for \(A=B\), and \(S>0\) carries both statements over to \(S\). For \(n=1\), with exponents \(a\) and \(b\), this is \(S^2=2\sqrt{ab}/(a+b)\), the ratio of the geometric to the arithmetic mean.

## Gaussians and overlaps as Lean objects

In Lean, `n` is a finite type that labels the coordinates, and the dimension written \(n\) above is `Fintype.card n`. A point \(x\) is a function `n → ℝ`, integrated with the product Lebesgue measure. The labels carry no structure, so a system of particles in three dimensions is covered by one label for each particle and Cartesian direction. The empty type is allowed; then all determinants and integrals equal one, \(A=B\) holds trivially, and the statements remain true. Opening `MatrixOrder` makes \(0\le A\) mean that \(A\) is positive semidefinite.

```lean
import Mathlib

open Matrix MeasureTheory
open scoped MatrixOrder

namespace CorrelatedGaussianOverlap

noncomputable section

variable {n : Type*} [Fintype n] [DecidableEq n]
```

The expression `x ⬝ᵥ A *ᵥ x` is \(x^{\mathsf T}Ax\), so `ecg A` is the unnormalised \(g_A\). Shifted centres, polynomial or angular prefactors, complex exponents, spin and antisymmetrisation do not enter.

```lean
/-- The correlated Gaussian `exp (-xᵀ A x)` centred at the origin, with exponent matrix `A`. -/
def ecg (A : Matrix n n ℝ) (x : n → ℝ) : ℝ := Real.exp (-(x ⬝ᵥ A *ᵥ x))
```

The definitions `overlap` and `normOverlap` are \(\langle A|B\rangle\) and \(S\). They are given by the integral and not by the closed form, so the determinant formulas are theorems about them. They accept arbitrary matrices; the theorems assume `A.PosDef` and `B.PosDef`, which for real matrices include symmetry.

```lean
/-- The overlap integral of the correlated Gaussians with exponent matrices `A` and `B`. -/
def overlap (A B : Matrix n n ℝ) : ℝ := ∫ x, ecg A x * ecg B x

/-- The overlap of two correlated Gaussians divided by the product of their norms. -/
def normOverlap (A B : Matrix n n ℝ) : ℝ := overlap A B / √(overlap A A * overlap B B)
```

## Bringing \(A\) and \(B\) to diagonal form together

The lemma `exists_factor` supplies \(C\). It does not build \(C\) from eigenvectors but uses `CStarAlgebra.nonneg_iff_eq_star_mul_self`, which writes a nonnegative element \(A\) as \(C^*C\), the adjoint of some element \(C\) multiplied by \(C\); for real matrices the adjoint is the transpose. If \(\det C\) vanished, \(\det A\) would vanish, against `hA.det_pos`.

```lean
/-- A positive definite exponent matrix factors as `Cᵀ C` with `C` invertible. -/
theorem exists_factor {A : Matrix n n ℝ} (hA : A.PosDef) :
    ∃ C : Matrix n n ℝ, C.det ≠ 0 ∧ A = Cᵀ * C := by
  obtain ⟨C, hC⟩ := CStarAlgebra.nonneg_iff_eq_star_mul_self.mp hA.posSemidef.nonneg
  have hC' : A = Cᵀ * C := by
    rw [hC, star_eq_conjTranspose, conjTranspose_eq_transpose_of_trivial]
  refine ⟨C, fun h0 => ?_, hC'⟩
  have h := hA.det_pos
  rw [hC', det_mul, h0, mul_zero] at h
  exact lt_irrefl _ h
```

The lemma `exists_orthogonal_diag` restates the spectral theorem for a real positive definite matrix in terms of transposes: \(UU^{\mathsf T}=I\), \(d_i>0\) from `hM.eigenvalues_pos`, and \(M=UDU^{\mathsf T}\).

```lean
/-- A positive definite matrix is `U diag(d) Uᵀ` with `U` orthogonal and all `d i` positive. -/
theorem exists_orthogonal_diag {M : Matrix n n ℝ} (hM : M.PosDef) :
    ∃ (U : Matrix n n ℝ) (d : n → ℝ),
      U * Uᵀ = 1 ∧ (∀ i, 0 < d i) ∧ M = U * diagonal d * Uᵀ := by
  have hst : ∀ X : Matrix n n ℝ, star X = Xᵀ := fun X => by
    rw [star_eq_conjTranspose, conjTranspose_eq_transpose_of_trivial]
  have hU := mem_unitaryGroup_iff.mp (hM.1.eigenvectorUnitary).2
  have hs := hM.1.spectral_theorem
  have h : M = (hM.1.eigenvectorUnitary : Matrix n n ℝ)
      * diagonal (RCLike.ofReal ∘ hM.1.eigenvalues)
      * star (hM.1.eigenvectorUnitary : Matrix n n ℝ) := by
    exact hs
  rw [hst] at hU h
  exact ⟨_, _, hU, fun i => by simpa using hM.eigenvalues_pos i, h⟩
```

In `simultaneous_diag`, `hinj` says that \(x\mapsto C^{-1}x\) is injective, which is what `conjTranspose_mul_mul_same` needs to make \(M\) positive definite (`hM`). The witness `Uᵀ * C` is \(P\). Its determinant is nonzero because taking determinants in \(UU^{\mathsf T}=I\) excludes \(\det U^{\mathsf T}=0\). The two `calc` chains are the identities for \(P^{\mathsf T}P\) and \(P^{\mathsf T}DP\), read from right to left.

```lean
/-- Two positive definite matrices are simultaneously diagonal in suitable coordinates:
`A = Pᵀ P` and `B = Pᵀ diag(d) P` with `P` invertible and all `d i` positive. -/
theorem simultaneous_diag {A B : Matrix n n ℝ} (hA : A.PosDef) (hB : B.PosDef) :
    ∃ (P : Matrix n n ℝ) (d : n → ℝ), P.det ≠ 0 ∧ (∀ i, 0 < d i) ∧
      A = Pᵀ * P ∧ B = Pᵀ * diagonal d * P := by
  obtain ⟨C, hC, hAC⟩ := exists_factor hA
  have hu : IsUnit C.det := isUnit_iff_ne_zero.mpr hC
  have h1 : C * C⁻¹ = 1 := mul_nonsing_inv C hu
  have h2 : C⁻¹ * C = 1 := nonsing_inv_mul C hu
  have hinj : Function.Injective (C⁻¹).mulVec := by
    intro x y h
    have h' : C *ᵥ (C⁻¹ *ᵥ x) = C *ᵥ (C⁻¹ *ᵥ y) := by rw [h]
    simpa only [mulVec_mulVec, h1, one_mulVec] using h'
  -- `B` in the coordinates in which `A` is the unit matrix
  have hM := hB.conjTranspose_mul_mul_same hinj
  rw [conjTranspose_eq_transpose_of_trivial] at hM
  obtain ⟨U, d, hU, hd, hMe⟩ := exists_orthogonal_diag hM
  refine ⟨Uᵀ * C, d, ?_, hd, ?_, ?_⟩
  · rw [det_mul]
    refine mul_ne_zero (fun h0 => ?_) hC
    have h := congrArg det hU
    rw [det_mul, h0, mul_zero, det_one] at h
    exact zero_ne_one h
  · calc A = Cᵀ * (U * Uᵀ) * C := by rw [hU, Matrix.mul_one, hAC]
      _ = _ := by simp only [transpose_mul, transpose_transpose, Matrix.mul_assoc]
  · calc B = (C⁻¹ * C)ᵀ * B * (C⁻¹ * C) := by
          rw [h2, transpose_one, Matrix.one_mul, Matrix.mul_one]
      _ = Cᵀ * (C⁻¹ᵀ * B * C⁻¹) * C := by simp only [transpose_mul, Matrix.mul_assoc]
      _ = Cᵀ * (U * diagonal d * Uᵀ) * C := by rw [hMe]
      _ = _ := by simp only [transpose_mul, transpose_transpose, Matrix.mul_assoc]
```

## From scalar bounds to determinants

The lemma `prod_bound` states the inequality for positive numbers \(d_i\) and that equality implies \(d_i=1\) for every \(i\). The steps `e1` and `e2` rewrite \(2^n\sqrt{\prod_i d_i}\) as \(\prod_i2\sqrt{d_i}\), and `hle` is the bound on one factor, found by `nlinarith` from the square of \(\sqrt{d_i}-1\). `Finset.prod_le_prod` multiplies the bounds. For the equality case, an index with \(d_i\neq1\) gives the strict factor `hlt`, and `Finset.prod_lt_prod` makes the product inequality strict.

```lean
omit [DecidableEq n] in
/-- For positive numbers `d i`, `2ⁿ √(∏ d i) ≤ ∏ (1 + d i)`, and equality forces every
`d i` to equal one. -/
theorem prod_bound {d : n → ℝ} (hd : ∀ i, 0 < d i) :
    2 ^ Fintype.card n * √(∏ i, d i) ≤ ∏ i, (1 + d i) ∧
      (2 ^ Fintype.card n * √(∏ i, d i) = ∏ i, (1 + d i) → ∀ i, d i = 1) := by
  have hs : ∀ i, √(d i) ^ 2 = d i := fun i => Real.sq_sqrt (hd i).le
  have e1 : ∏ i, d i = (∏ i, √(d i)) ^ 2 := by
    rw [← Finset.prod_pow]
    exact Finset.prod_congr rfl fun i _ => (hs i).symm
  have e2 : 2 ^ Fintype.card n * √(∏ i, d i) = ∏ i, (2 * √(d i)) := by
    rw [e1, Real.sqrt_sq (Finset.prod_nonneg fun i _ => Real.sqrt_nonneg _),
      Finset.prod_mul_distrib, Finset.prod_const, Finset.card_univ]
  have hp : ∀ i ∈ Finset.univ, 0 < 2 * √(d i) := fun i _ =>
    mul_pos two_pos (Real.sqrt_pos.mpr (hd i))
  -- one coordinate at a time: `2 √d ≤ 1 + d`
  have hle : ∀ i ∈ Finset.univ, 2 * √(d i) ≤ 1 + d i := fun i _ => by
    nlinarith [hs i, sq_nonneg (√(d i) - 1)]
  rw [e2]
  constructor
  · exact Finset.prod_le_prod (fun i hi => (hp i hi).le) hle
  · intro h i
    by_contra hne
    have h1 : √(d i) - 1 ≠ 0 := fun h0 => hne (by rw [← hs i, sub_eq_zero.mp h0]; norm_num)
    have h2 : 0 < (√(d i) - 1) ^ 2 := by positivity
    have hlt : ∃ i ∈ Finset.univ, 2 * √(d i) < 1 + d i :=
      ⟨i, Finset.mem_univ i, by nlinarith [hs i]⟩
    have h3 : ∏ i, (2 * √(d i)) < ∏ i, (1 + d i) := by
      exact Finset.prod_lt_prod hp hle hlt
    exact h3.ne h
```

The theorem `det_add_bound` reads: for real positive definite \(A\) and \(B\), \(2^n\sqrt{\det A\det B}\le\det(A+B)\), and the two sides are equal if and only if \(A=B\). Here `P.det * P.det` is \(q\), `hS` is \(A+B=P^{\mathsf T}(I+D)P\), and `dS` and `dL` pull \(q\) out of the two sides. The three closing goals are the inequality, multiplied back by \(q\); the implication from equality to \(A=B\), by cancelling \(q\) and setting \(D=I\); and the converse, by `det_smul` applied to \(2A\).

```lean
/-- For real positive definite `A` and `B`, `2ⁿ √(det A det B) ≤ det (A + B)`, with equality
exactly when `A = B`. -/
theorem det_add_bound {A B : Matrix n n ℝ} (hA : A.PosDef) (hB : B.PosDef) :
    2 ^ Fintype.card n * √(A.det * B.det) ≤ (A + B).det ∧
      (2 ^ Fintype.card n * √(A.det * B.det) = (A + B).det ↔ A = B) := by
  obtain ⟨P, d, hP, hd, hAe, hBe⟩ := simultaneous_diag hA hB
  have hq : 0 < P.det * P.det := mul_self_pos.mpr hP
  have hD : diagonal (fun i => 1 + d i) = 1 + diagonal d := by
    rw [← diagonal_one, diagonal_add]
  have hS : A + B = Pᵀ * diagonal (fun i => 1 + d i) * P := by
    rw [hD, mul_add, add_mul, mul_one, ← hAe, ← hBe]
  -- both sides carry the common factor `(det P)²`
  have dS : (A + B).det = P.det * P.det * ∏ i, (1 + d i) := by
    rw [hS, det_mul, det_mul, det_transpose, det_diagonal]; ring
  have dAB : A.det * B.det = P.det * P.det * (P.det * P.det) * ∏ i, d i := by
    rw [hAe, hBe, det_mul, det_mul, det_mul, det_transpose, det_diagonal]; ring
  have dL : 2 ^ Fintype.card n * √(A.det * B.det)
      = P.det * P.det * (2 ^ Fintype.card n * √(∏ i, d i)) := by
    rw [dAB, Real.sqrt_mul (mul_self_nonneg _), Real.sqrt_mul_self hq.le]; ring
  obtain ⟨h1, h2⟩ := prod_bound hd
  refine ⟨?_, fun h => ?_, fun h => ?_⟩
  · rw [dL, dS]
    exact mul_le_mul_of_nonneg_left h1 hq.le
  · rw [dL, dS] at h
    have hd1 : d = fun _ => 1 := funext (h2 (mul_left_cancel₀ hq.ne' h))
    rw [hAe, hBe, hd1, diagonal_one, Matrix.mul_one]
  · rw [← h, Real.sqrt_mul_self hA.det_pos.le, ← two_smul ℝ A, det_smul]
```

## The integrals

The theorem `integral_ecg` gives \(\int g_A\,d^nx\), where `√Real.pi ^ Fintype.card n` is \((\sqrt\pi)^n=\pi^{n/2}\). The pointwise identity `hpt` is \(g_A(x)=\prod_i e^{-(Cx)_i^2}\), and `hprod` factorises the integral of a product of one-variable functions. The substitution \(y=Cx\) appears as a statement about measures: `integral_map` turns the integral over \(x\) into an integral over \(y\) against the image of Lebesgue measure, and `Real.map_matrix_volume_pi_eq_smul_volume_pi` identifies that image as Lebesgue measure scaled by \(|1/\det C|\). The one-dimensional value \(\sqrt\pi\) comes from `integral_gaussian 1`.

```lean
/-- The integral of `exp (-xᵀ A x)` over all space is `√πⁿ / √(det A)` for positive
definite `A`. -/
theorem integral_ecg {A : Matrix n n ℝ} (hA : A.PosDef) :
    ∫ x, ecg A x = √Real.pi ^ Fintype.card n / √A.det := by
  obtain ⟨C, hC, hAC⟩ := exists_factor hA
  have hf : Continuous fun y : n → ℝ => ∏ i, Real.exp (-1 * y i ^ 2) := by fun_prop
  have hprod : ∫ y : n → ℝ, ∏ i, Real.exp (-1 * y i ^ 2)
      = (∫ t : ℝ, Real.exp (-1 * t ^ 2)) ^ Fintype.card n :=
    integral_fintype_prod_volume_eq_pow (fun t : ℝ => Real.exp (-1 * t ^ 2))
  have hpt : ∀ x, ecg A x = ∏ i, Real.exp (-1 * (toLin' C x) i ^ 2) := fun x => by
    rw [ecg, hAC, ← mulVec_mulVec, dotProduct_mulVec, vecMul_transpose, ← Real.exp_sum,
      toLin'_apply, dotProduct, ← Finset.sum_neg_distrib]
    congr 1
    exact Finset.sum_congr rfl fun i _ => by ring
  -- substitution `y = C x`
  have hmap := integral_map (μ := (volume : Measure (n → ℝ)))
    (toLin' C).continuous_of_finiteDimensional.measurable.aemeasurable
    hf.aestronglyMeasurable
  rw [Real.map_matrix_volume_pi_eq_smul_volume_pi hC, integral_smul_measure, hprod,
    integral_gaussian 1, div_one, ENNReal.toReal_ofReal (abs_nonneg _)] at hmap
  simp_rw [hpt]
  rw [← hmap, hAC, det_mul, det_transpose, Real.sqrt_mul_self_eq_abs, abs_inv, smul_eq_mul,
    div_eq_inv_mul]
```

The theorem `overlap_eq` states that \(g_Ag_B\) is integrable and that the overlap is \(\pi^{n/2}/\sqrt{\det(A+B)}\). The step `h` is \(g_Ag_B=g_{A+B}\). Lean assigns the value zero to the integral of a non-integrable function (`integral_undef`), and since the computed value is positive, this convention yields integrability by contradiction. The choice \(B=A\) gives square integrability of \(g_A\).

```lean
/-- For positive definite `A` and `B`, the product of the two concentric correlated Gaussians is
integrable and their overlap is `√πⁿ / √(det (A + B))`. -/
theorem overlap_eq {A B : Matrix n n ℝ} (hA : A.PosDef) (hB : B.PosDef) :
    Integrable (fun x => ecg A x * ecg B x) ∧
      overlap A B = √Real.pi ^ Fintype.card n / √(A + B).det := by
  have h : ∀ x, ecg A x * ecg B x = ecg (A + B) x := fun x => by
    rw [ecg, ecg, ecg, ← Real.exp_add, add_mulVec, dotProduct_add, neg_add]
  have e : overlap A B = √Real.pi ^ Fintype.card n / √(A + B).det := by
    rw [overlap, ← integral_ecg (hA.add hB)]
    simp_rw [h]
  refine ⟨?_, e⟩
  by_contra hn
  have hs := (hA.add hB).det_pos
  have hpi := Real.pi_pos
  have hpos : 0 < √Real.pi ^ Fintype.card n / √(A + B).det := by positivity
  rw [← e, overlap, integral_undef hn] at hpos
  exact lt_irrefl _ hpos
```

## The normalised overlap

The theorem `normOverlap_sq` is the formula for \(S^2\). The algebra is isolated in `key`, an identity among five positive reals, used with `c` \(=\pi^{n/2}\), `k` \(=2^n\), `a` \(=\det A\), `b` \(=\det B\) and `s` \(=\det(A+B)\). Its step `e` is \(\sqrt{ka}\sqrt{kb}=k\sqrt{ab}\). The remaining rewriting inserts the three overlaps and replaces \(\det(A+A)\) and \(\det(B+B)\) by \(2^n\det A\) and \(2^n\det B\).

```lean
/-- For positive definite `A` and `B`, the squared normalised overlap equals `2ⁿ √(det A det B) /
det (A + B)`. -/
theorem normOverlap_sq {A B : Matrix n n ℝ} (hA : A.PosDef) (hB : B.PosDef) :
    normOverlap A B ^ 2 = 2 ^ Fintype.card n * √(A.det * B.det) / (A + B).det := by
  have key : ∀ c k a b s : ℝ, 0 < c → 0 < k → 0 < a → 0 < b → 0 < s →
      (c / √s / √(c / √(k * a) * (c / √(k * b)))) ^ 2 = k * √(a * b) / s := by
    intro c k a b s hc hk ha hb hs
    have e : √(k * a) * √(k * b) = k * √(a * b) := by
      rw [← Real.sqrt_mul (mul_pos hk ha).le, show k * a * (k * b) = k * k * (a * b) by ring,
        Real.sqrt_mul (mul_self_nonneg k), Real.sqrt_mul_self hk.le]
    have hY : 0 ≤ c / √(k * a) * (c / √(k * b)) := by positivity
    have hr : 0 < √(a * b) := by positivity
    rw [div_pow, div_pow, Real.sq_sqrt hs.le, Real.sq_sqrt hY, div_mul_div_comm, e]
    generalize √(a * b) = r at hr ⊢
    field_simp
  have hpi := Real.pi_pos
  rw [normOverlap, (overlap_eq hA hB).2, (overlap_eq hA hA).2, (overlap_eq hB hB).2,
    ← two_smul ℝ A, ← two_smul ℝ B, det_smul, det_smul]
  exact key _ _ _ _ _ (by positivity) (by positivity) hA.det_pos hB.det_pos
    (hA.add hB).det_pos
```

The last theorem, `normOverlap_le_one`, states for positive definite \(A\) and \(B\) that \(0<S\), that \(S\le1\), and that \(S=1\) if and only if \(A=B\). Positivity is read off the closed forms, `hle` is \(S^2\le1\) from the determinant inequality, and `nlinarith` passes from \(S^2\) to \(S\). For the equivalence, \(A=B\) is rewritten first as equality of the two determinant expressions and then as \(S^2=1\), which for positive \(S\) is the same as \(S=1\). The bound \(S\le1\) is also an instance of the Cauchy–Schwarz inequality for square-integrable functions, a route that the development does not take.

```lean
/-- For positive definite `A` and `B`, the normalised overlap of the two concentric correlated
Gaussians is positive, at most one, and equal to one exactly when the exponent matrices agree. -/
theorem normOverlap_le_one {A B : Matrix n n ℝ} (hA : A.PosDef) (hB : B.PosDef) :
    0 < normOverlap A B ∧ normOverlap A B ≤ 1 ∧ (normOverlap A B = 1 ↔ A = B) := by
  have hs := (hA.add hB).det_pos
  have ha := (hA.add hA).det_pos
  have hb := (hB.add hB).det_pos
  have hpi := Real.pi_pos
  have hpos : 0 < normOverlap A B := by
    rw [normOverlap, (overlap_eq hA hB).2, (overlap_eq hA hA).2, (overlap_eq hB hB).2]
    positivity
  obtain ⟨h1, h2⟩ := det_add_bound hA hB
  have hsq := normOverlap_sq hA hB
  have hle : normOverlap A B ^ 2 ≤ 1 := by
    rw [hsq]
    exact (div_le_one hs).mpr h1
  refine ⟨hpos, by nlinarith, ?_⟩
  rw [← h2, ← div_eq_one_iff_eq hs.ne', ← hsq]
  constructor
  · intro h
    rw [h, one_pow]
  · intro h
    nlinarith

end

end CorrelatedGaussianOverlap
```

```lean
#print axioms CorrelatedGaussianOverlap.normOverlap_le_one
```

```
'CorrelatedGaussianOverlap.normOverlap_le_one' depends on axioms: [propext, Classical.choice, Quot.sound]
```
